# For cluster operators on three excitation levels, e^(−T) d(e^T)/dt = T′ + ½[T′, T]

The declaration concerns a path of complex matrices T(u), with u real, on a finite basis sorted into three excitation levels, where every nonzero matrix element leads from a lower level to a strictly higher one. If T has derivative T′ at s, then exp(−T(s)) times the derivative of exp(T(u)) at s equals T′ + ½(T′T(s) − T(s)T′); T(s) and T′ need not commute. The proof first shows that T′ also only raises the level, so that any product of three such matrices vanishes. It then tries to put in the second-order formulas for exp(−T(s)) and for the derivative, multiply out, and drop the terms with three or more factors.

An attempt in Lean 4 with a fault in it:

```lean
import Mathlib

open scoped Matrix.Norms.Operator
open NormedSpace (exp)

namespace TimeDependentClusterTransformation

noncomputable section

variable {n : Type*} [Fintype n] [DecidableEq n]

/-- A cluster operator on a basis sorted into three excitation levels: every nonzero
matrix element leads from a lower level to a strictly higher one. -/
def IsExcitation (level : n → Fin 3) (T : Matrix n n ℂ) : Prop :=
  ∀ i j, T i j ≠ 0 → level j < level i

omit [DecidableEq n] in
/-- Three successive excitations vanish when there are only three levels. -/
theorem triple_excitation_eq_zero {level : n → Fin 3} {A B C : Matrix n n ℂ}
    (hA : IsExcitation level A) (hB : IsExcitation level B) (hC : IsExcitation level C) :
    A * B * C = 0 := by
  ext i l
  simp only [Matrix.mul_apply, Matrix.zero_apply, Finset.sum_mul]
  refine Finset.sum_eq_zero fun k _ => Finset.sum_eq_zero fun j _ => ?_
  by_contra h
  -- a nonzero term would need four distinct levels
  have h1 : (level j).val < (level i).val := hA i j fun h0 => h (by simp [h0])
  have h2 : (level k).val < (level j).val := hB j k fun h0 => h (by simp [h0])
  have h3 : (level l).val < (level k).val := hC k l fun h0 => h (by simp [h0])
  have h4 := (level i).isLt
  omega

/-- The exponential of a cluster operator stops at second order. -/
theorem exp_excitation {level : n → Fin 3} {T : Matrix n n ℂ} (hT : IsExcitation level T) :
    exp T = 1 + T + (1 / 2 : ℝ) • (T * T) := by
  have h3 : T ^ 3 = 0 := by
    rw [pow_succ, pow_two]
    exact triple_excitation_eq_zero hT hT hT
  have hz : ∀ k ∉ Finset.range 3, ((k.factorial : ℝ)⁻¹) • T ^ k = 0 := by
    intro k hk
    have hk' : 3 ≤ k := by simpa using hk
    obtain ⟨m, rfl⟩ := Nat.exists_eq_add_of_le hk'
    rw [pow_add, h3, zero_mul, smul_zero]
  refine (congrFun (NormedSpace.exp_eq_tsum (𝕂 := ℝ) (𝔸 := Matrix n n ℂ)) T).trans ?_
  refine (tsum_eq_sum hz).trans ?_
  simp [Finset.sum_range_succ, pow_two, Nat.factorial]

/-- The exponential of minus a cluster operator, written out to second order. -/
theorem exp_neg_excitation {level : n → Fin 3} {T : Matrix n n ℂ}
    (hT : IsExcitation level T) :
    exp (-T) = 1 - T + (1 / 2 : ℝ) • (T * T) := by
  have hN : IsExcitation level (-T) := fun i j h => hT i j fun h0 => h (by simp [h0])
  rw [exp_excitation hN, neg_mul_neg, sub_eq_add_neg]

omit [DecidableEq n] in
/-- The rate of change of a path of cluster operators is itself a cluster operator. -/
theorem excitation_deriv {level : n → Fin 3} {T : ℝ → Matrix n n ℂ} {T' : Matrix n n ℂ}
    {s : ℝ} (hT : ∀ u, IsExcitation level (T u)) (hd : HasDerivAt T T' s) :
    IsExcitation level T' := by
  intro i j hij
  by_contra hl
  apply hij
  -- reading off one matrix element is a continuous linear map
  let L : Matrix n n ℂ →L[ℝ] ℂ := LinearMap.toContinuousLinearMap
    ({ toFun := fun M => M i j
       map_add' := fun _ _ => rfl
       map_smul' := fun _ _ => rfl } : Matrix n n ℂ →ₗ[ℝ] ℂ)
  have h1 : HasDerivAt (fun u => L (T u)) (L T') s := L.hasFDerivAt.comp_hasDerivAt s hd
  have h0 : (fun u => L (T u)) = fun _ => (0 : ℂ) := by
    funext u
    change T u i j = 0
    by_contra h
    exact hl (hT u i j h)
  rw [h0] at h1
  exact h1.unique (hasDerivAt_const s (0 : ℂ))

/-- The derivative of the exponential of a path of cluster operators contains the
symmetrised product of the operator and its rate. -/
theorem hasDerivAt_exp_excitation {level : n → Fin 3} {T : ℝ → Matrix n n ℂ}
    {T' : Matrix n n ℂ} {s : ℝ} (hT : ∀ u, IsExcitation level (T u))
    (hd : HasDerivAt T T' s) :
    HasDerivAt (fun u => exp (T u)) (T' + (1 / 2 : ℝ) • (T' * T s + T s * T')) s := by
  have he : (fun u => exp (T u)) = fun u => 1 + T u + (1 / 2 : ℝ) • (T u * T u) :=
    funext fun u => exp_excitation (hT u)
  rw [he]
  exact (hd.const_add 1).fun_add ((hd.fun_mul hd).fun_const_smul (1 / 2 : ℝ))

/-- The time-derivative term of the similarity transformation is the rate of the cluster
operator plus half its commutator with the cluster operator. -/
theorem exp_neg_mul_deriv_exp {level : n → Fin 3} {T : ℝ → Matrix n n ℂ}
    {T' : Matrix n n ℂ} {s : ℝ} (hT : ∀ u, IsExcitation level (T u))
    (hd : HasDerivAt T T' s) :
    exp (-T s) * deriv (fun u => exp (T u)) s
      = T' + (1 / 2 : ℝ) • (T' * T s - T s * T') := by
  have hD := excitation_deriv hT hd
  have h0 := triple_excitation_eq_zero (hT s) (hT s) (hT s)
  have h1 := triple_excitation_eq_zero (hT s) hD (hT s)
  have h2 := triple_excitation_eq_zero (hT s) (hT s) hD
  rw [(hasDerivAt_exp_excitation hT hd).deriv, exp_neg_excitation (hT s)]
  -- all products with three or more factors drop out
  simp only [mul_add, add_mul, sub_mul, one_mul, smul_mul_assoc, mul_smul_comm, smul_add,
    ← mul_assoc, h0, h1, h2, zero_mul, smul_zero]
  module

end

end TimeDependentClusterTransformation
```

Lean reports:

```
Main.lean:99:6: error: Tactic `rewrite` failed: Did not find an occurrence of the pattern
  deriv (fun u => exp (T u)) s
in the target expression
  exp (-T s) * deriv (fun u => exp (T u)) s = T' + (1 / 2) • (T' * T s - T s * T')

n : Type u_1
inst✝¹ : Fintype n
inst✝ : DecidableEq n
level : n → Fin 3
T : ℝ → Matrix n n ℂ
T' : Matrix n n ℂ
s : ℝ
hT : ∀ (u : ℝ), IsExcitation level (T u)
hd : HasDerivAt T T' s
hD : IsExcitation level T'
h0 : T s * T s * T s = 0
h1 : T s * T' * T s = 0
h2 : T s * T s * T' = 0
⊢ exp (-T s) * deriv (fun u => exp (T u)) s = T' + (1 / 2) • (T' * T s - T s * T')
```

Fix (accepted with no message):

```diff
@@ -97,5 +97,7 @@
   have h1 := triple_excitation_eq_zero (hT s) hD (hT s)
   have h2 := triple_excitation_eq_zero (hT s) (hT s) hD
-  rw [(hasDerivAt_exp_excitation hT hd).deriv, exp_neg_excitation (hT s)]
+  have hder : deriv (fun u => exp (T u)) s = T' + (1 / 2 : ℝ) • (T' * T s + T s * T') :=
+    (hasDerivAt_exp_excitation hT hd).deriv
+  rw [hder, exp_neg_excitation (hT s)]
   -- all products with three or more factors drop out
   simp only [mul_add, add_mul, sub_mul, one_mul, smul_mul_assoc, mul_smul_comm, smul_add,
```

What went wrong. The message says that `rw` did not find the derivative in the goal, though the pattern and the goal print it identically. The difference must therefore lie in arguments Lean does not print. Here these are the instances inside `deriv` that give the matrices their algebraic and topological structure. In the pattern they come from the lemma `HasDerivAt.deriv`, in the goal from Lean's reading of the theorem's statement. The two forms are equal by definition, but `rw` looks for its pattern without unfolding enough to see this.

The repair states the derivative formula as `hder`, with its left side written out as in the goal, so that Lean fills in the instances the same way there. The old term still proves it, because checking a proof against a stated type allows more unfolding than the search in `rw`. Rewriting with `hder` then finds the derivative, and the rest of the proof goes through unchanged.
